# Filling N levels at each of T twists never costs less than filling the TN lowest pooled levels

Q: You replace each twist of the boundary conditions by a finite multiset of real numbers and fill it from the bottom. No Hamiltonian, no cell, no wave function. Why should I accept that as twist averaging?

A: Because for non-interacting fermions the total energy depends only on the one-particle levels and on which of them are occupied. The twist, which is the phase a wave function gains when a particle is carried across the periodic cell, enters only through the levels. Each entry holds one fermion, so a spin-degenerate level is listed twice. A multiset keeps such repetitions, where a set would merge them.

```lean
import Mathlib

open Finset

namespace TwistAveragedFilling

noncomputable section
```

Q: And "the N lowest" when levels coincide?

A: Sort the levels of a spectrum s in increasing order, e₁ ≤ e₂ ≤ … ≤ e_M, repetitions included. The first N are filled and the rest are vacant. If the cut falls inside a degenerate shell, some copies of that value are filled and others vacant, and the energy is the same whichever copies you pick.

```lean
/-- The filled levels: the first `N` levels of the spectrum `s` in increasing order
(all of them if there are fewer than `N`). -/
def filled (s : Multiset ℝ) (N : ℕ) : List ℝ := (s.sort (· ≤ ·)).take N

/-- The vacant levels: those that remain after the `N` lowest have been filled. -/
def vacant (s : Multiset ℝ) (N : ℕ) : List ℝ := (s.sort (· ≤ ·)).drop N
```

The energy is the sum of the filled levels, written E(s, N) below.

```lean
/-- The energy of the filling: the sum of the `N` lowest levels. -/
def energy (s : Multiset ℝ) (N : ℕ) : ℝ := (filled s N).sum
```

Q: An open shell worries me. Does your chemical potential require a gap?

A: No. Both inequalities in `Separates` are weak: filled levels satisfy e ≤ μ and vacant levels satisfy μ ≤ e. A partly filled shell exactly at μ is allowed.

```lean
/-- The chemical potential `μ` separates filled from vacant levels: no filled level lies
above `μ` and no vacant level lies below it. -/
def Separates (s : Multiset ℝ) (N : ℕ) (μ : ℝ) : Prop :=
  (∀ e ∈ filled s N, e ≤ μ) ∧ ∀ e ∈ vacant s N, μ ≤ e
```

Q: Then show me the inequality by hand, before any Lean.

A: Take any real μ and define two quantities. The first is the zero-temperature grand potential,

Ω(s, μ) = Σ over all levels of min(e − μ, 0).

The second, the misfit, measures how badly the filling agrees with μ:

D(s, N, μ) = Σ over filled levels of max(e − μ, 0) + Σ over vacant levels of max(μ − e, 0).

Every term of D is nonnegative, so D ≥ 0, and D = 0 exactly when μ separates filled from vacant levels. For a filled level,

e = μ + min(e − μ, 0) + max(e − μ, 0),

and for a vacant one,

0 = min(e − μ, 0) + max(μ − e, 0).

Add these over the whole spectrum. With at least N levels there are exactly N filled ones, so

E(s, N) = Nμ + Ω(s, μ) + D(s, N, μ).

Now let L t be the spectrum at twist t, let T be the number of twists, and let P be the pooled spectrum. Summing over twists gives

Σ_t E(L t, N) = TNμ + Σ_t Ω(L t, μ) + Σ_t D(L t, N, μ),

while filling TN pooled levels gives

E(P, TN) = TNμ + Ω(P, μ) + D(P, TN, μ).

Since Ω is a sum over levels, Ω(P, μ) = Σ_t Ω(L t, μ). Subtracting,

Σ_t E(L t, N) − E(P, TN) = Σ_t D(L t, N, μ) − D(P, TN, μ).

Choose μ = ν, a value that separates the pooled spectrum. Such a value exists: take the lowest vacant level, or any upper bound of the levels if none is vacant. Then D(P, TN, ν) = 0, and the difference is Σ_t D(L t, N, ν) ≥ 0.

Q: And equality?

A: If the difference is zero, every D(L t, N, ν) is zero, so ν separates the levels at every twist. Conversely, if some μ separates at every twist, the difference equals −D(P, TN, μ) ≤ 0. It is also nonnegative, so it vanishes.

Q: Good. Where are Ω and D in the file?

A: They are `grandPotential` and `misfit`, with the same formulas.

```lean
/-- The zero-temperature grand potential: the sum of `e - μ` over the levels below `μ`. -/
def grandPotential (s : Multiset ℝ) (μ : ℝ) : ℝ := (s.map fun e => min (e - μ) 0).sum

/-- The misfit of the `N`-level filling with `μ`: the total distance to `μ` of the filled
levels above `μ` and of the vacant levels below `μ`. -/
def misfit (s : Multiset ℝ) (N : ℕ) (μ : ℝ) : ℝ :=
  ((filled s N).map fun e => max (e - μ) 0).sum +
    ((vacant s N).map fun e => max (μ - e) 0).sum
```

The claim about the zeros of D needs a fact about lists: a sum of nonnegative terms is nonnegative, and it vanishes only if every term does. The proof is an induction on the list.

```lean
/-- A sum of nonnegative terms over a list is nonnegative, and it vanishes exactly when
every term does. -/
theorem sum_map_nonneg_and_zero (f : ℝ → ℝ) (hf : ∀ e, 0 ≤ f e) (l : List ℝ) :
    0 ≤ (l.map f).sum ∧ ((l.map f).sum = 0 ↔ ∀ e ∈ l, f e = 0) := by
  induction l with
  | nil => simp
  | cons a l ih =>
    obtain ⟨h0, h1⟩ := ih
    simp only [List.map_cons, List.sum_cons, List.forall_mem_cons]
    refine ⟨add_nonneg (hf a) h0, ?_⟩
    rw [add_eq_zero_iff_of_nonneg (hf a) h0, h1]
```

Applied to the filled and the vacant part separately, this gives D ≥ 0 and identifies D = 0 with `Separates`. The simplifier turns max(e − μ, 0) = 0 into e ≤ μ, and likewise for the vacant levels.

```lean
/-- The misfit is nonnegative, and it vanishes exactly when `μ` separates filled from
vacant levels. -/
theorem misfit_nonneg_and_zero (s : Multiset ℝ) (N : ℕ) (μ : ℝ) :
    0 ≤ misfit s N μ ∧ (misfit s N μ = 0 ↔ Separates s N μ) := by
  have hf := sum_map_nonneg_and_zero (fun e => max (e - μ) 0)
    (fun e => le_max_right _ _) (filled s N)
  have hv := sum_map_nonneg_and_zero (fun e => max (μ - e) 0)
    (fun e => le_max_right _ _) (vacant s N)
  refine ⟨add_nonneg hf.1 hv.1, ?_⟩
  unfold misfit
  rw [add_eq_zero_iff_of_nonneg hf.1 hv.1, hf.2, hv.2]
  simp only [max_eq_right_iff, sub_nonpos, Separates]
```

Q: Does the energy identity follow the level-by-level argument?

A: Yes. In the next proof, `h1` sums the filled-level identity over a list and `h2` the vacant-level one. Then `hs` says that filled and vacant levels together make up s, `hΩ` splits Ω accordingly, and `hlen` counts the filled levels. The count is where `hN`, the assumption of at least N levels, enters. The final `linarith` adds everything up.

```lean
/-- For a spectrum with at least `N` levels and any `μ`, the sum of the `N` lowest levels is
`N μ` plus the grand potential plus the misfit. -/
theorem energy_eq (s : Multiset ℝ) (N : ℕ) (μ : ℝ) (hN : N ≤ Multiset.card s) :
    energy s N = N * μ + grandPotential s μ + misfit s N μ := by
  -- a filled level is `μ + min (e - μ) 0 + max (e - μ) 0`
  have h1 : ∀ l : List ℝ, l.sum = l.length * μ + (l.map fun e => min (e - μ) 0).sum
      + (l.map fun e => max (e - μ) 0).sum := by
    intro l
    induction l with
    | nil => simp
    | cons a l ih =>
      simp only [List.sum_cons, List.length_cons, List.map_cons, Nat.cast_add, Nat.cast_one]
      have h : min (a - μ) 0 + max (a - μ) 0 = a - μ := by rw [min_add_max, add_zero]
      linarith
  -- for a vacant level the two contributions cancel
  have h2 : ∀ l : List ℝ, (l.map fun e => min (e - μ) 0).sum
      + (l.map fun e => max (μ - e) 0).sum = 0 := by
    intro l
    induction l with
    | nil => simp
    | cons a l ih =>
      simp only [List.sum_cons, List.map_cons]
      have h : min (a - μ) 0 + max (μ - a) 0 = 0 := by
        rcases le_total a μ with h | h
        · linarith [min_eq_left (show a - μ ≤ 0 by linarith),
            max_eq_left (show 0 ≤ μ - a by linarith)]
        · linarith [min_eq_right (show 0 ≤ a - μ by linarith),
            max_eq_right (show μ - a ≤ 0 by linarith)]
      linarith
  have hs : ((filled s N : List ℝ) : Multiset ℝ) + (vacant s N : List ℝ) = s := by
    unfold filled vacant
    rw [Multiset.coe_add, List.take_append_drop, Multiset.sort_eq]
  have hΩ : grandPotential s μ = ((filled s N).map fun e => min (e - μ) 0).sum
      + ((vacant s N).map fun e => min (e - μ) 0).sum := by
    unfold grandPotential
    conv_lhs => rw [← hs]
    rw [Multiset.map_add, Multiset.sum_add, Multiset.map_coe, Multiset.map_coe,
      Multiset.sum_coe, Multiset.sum_coe]
  have hlen : (filled s N).length = N := by
    simp [filled, Multiset.length_sort, hN]
  have hf := h1 (filled s N)
  rw [hlen] at hf
  have hv := h2 (vacant s N)
  unfold energy misfit
  linarith
```

The separating value is found as by hand. Because the sorted list is ordered, every filled level lies at or below every vacant one, and the two cases are an empty and a non-empty vacant list.

```lean
/-- Every finite spectrum has a chemical potential that separates its `N` lowest levels
from the others. -/
theorem exists_separates (s : Multiset ℝ) (N : ℕ) : ∃ μ, Separates s N μ := by
  have hp : (filled s N ++ vacant s N).Pairwise (· ≤ ·) := by
    unfold filled vacant
    rw [List.take_append_drop]
    exact Multiset.pairwise_sort _ _
  obtain ⟨-, hv, hfv⟩ := List.pairwise_append.mp hp
  unfold Separates
  cases hd : vacant s N with
  | nil =>
    -- nothing is vacant: any upper bound of the levels will do
    obtain ⟨M, hM⟩ := (filled s N).toFinset.bddAbove
    exact ⟨M, fun e he => hM (by simpa using he), by simp⟩
  | cons b d =>
    -- otherwise take the lowest vacant level
    rw [hd] at hv hfv
    refine ⟨b, fun e he => hfv e he b (by simp), ?_⟩
    intro e he
    rcases List.mem_cons.mp he with h | h
    · exact h.ge
    · exact (List.pairwise_cons.mp hv).1 e h
```

Q: So far there is only one spectrum. How do the twists enter?

A: Through a finite index type `ι`. The function `L` assigns a multiset to each twist, T is `Fintype.card ι`, and the pooled spectrum P is `∑ t, L t`. That is a sum of multisets, so a level that occurs at two twists is counted twice. Additivity of Ω is proved by adding one twist at a time.

```lean
variable {ι : Type*} [Fintype ι]

/-- The grand potential of the pooled spectrum is the sum of those of the twists. -/
theorem grandPotential_pool (L : ι → Multiset ℝ) (μ : ℝ) :
    grandPotential (∑ t, L t) μ = ∑ t, grandPotential (L t) μ := by
  classical
  induction (Finset.univ : Finset ι) using Finset.induction_on with
  | empty => simp [grandPotential]
  | insert a u ha ih =>
    rw [Finset.sum_insert ha, Finset.sum_insert ha, ← ih]
    simp [grandPotential]
```

The pooled filling also needs enough levels, and N from each twist supply them.

```lean
/-- If every twist has at least `N` levels, the pooled spectrum has at least `T N`. -/
theorem card_pool (L : ι → Multiset ℝ) (N : ℕ) (hN : ∀ t, N ≤ Multiset.card (L t)) :
    Fintype.card ι * N ≤ Multiset.card (∑ t, L t) := by
  rw [Multiset.card_sum]
  calc Fintype.card ι * N = ∑ _t : ι, N := by simp
    _ ≤ _ := Finset.sum_le_sum fun t _ => hN t
```

The balance between the two fillings is the subtracted equation above, with each misfit moved to the side where it appears with a plus sign. It holds for every μ, separating or not.

```lean
/-- Let every twist have at least `N` levels. For any `μ`, the fixed-`N` twist sum plus the
misfit of the pooled filling equals the pooled energy plus the misfits of the twists. -/
theorem twist_sum_balance (L : ι → Multiset ℝ) (N : ℕ)
    (hN : ∀ t, N ≤ Multiset.card (L t)) (μ : ℝ) :
    ∑ t, energy (L t) N + misfit (∑ t, L t) (Fintype.card ι * N) μ =
      energy (∑ t, L t) (Fintype.card ι * N) + ∑ t, misfit (L t) N μ := by
  have hsum : ∑ t, energy (L t) N = (Fintype.card ι : ℝ) * (N * μ)
      + ∑ t, grandPotential (L t) μ + ∑ t, misfit (L t) N μ := by
    rw [Finset.sum_congr rfl fun t _ => energy_eq (L t) N μ (hN t)]
    simp [Finset.sum_add_distrib]
  rw [hsum, energy_eq _ _ μ (card_pool L N hN), grandPotential_pool]
  push_cast
  ring
```

Q: Now read me the main theorem as a physicist would.

A: Take finitely many twists, each with at least N real levels. The energy of the TN lowest pooled levels is at most the sum over twists of the energies of the N lowest levels. The two are equal if and only if there is one μ, the same for all twists, with no filled level above it and no vacant level below it at any twist.

In the proof, `hν` is the choice of ν, `h0` says that the pooled misfit vanishes there, and `hb` is the balance at ν. These give the inequality. The two bullets are the two directions of the equality case.

```lean
/-- Let each of `T` twists have at least `N` levels. The sum over twists of the `N` lowest
levels is at least the sum of the `T N` lowest pooled levels, with equality exactly when one
chemical potential separates filled from vacant levels at every twist. -/
theorem pooled_energy_le_twist_sum (L : ι → Multiset ℝ) (N : ℕ)
    (hN : ∀ t, N ≤ Multiset.card (L t)) :
    energy (∑ t, L t) (Fintype.card ι * N) ≤ ∑ t, energy (L t) N ∧
      (energy (∑ t, L t) (Fintype.card ι * N) = ∑ t, energy (L t) N ↔
        ∃ μ, ∀ t, Separates (L t) N μ) := by
  have hnn : ∀ μ, ∀ t ∈ (Finset.univ : Finset ι), 0 ≤ misfit (L t) N μ :=
    fun μ t _ => (misfit_nonneg_and_zero (L t) N μ).1
  -- choose the chemical potential of the pooled spectrum
  obtain ⟨ν, hν⟩ := exists_separates (∑ t, L t) (Fintype.card ι * N)
  have h0 := (misfit_nonneg_and_zero _ _ ν).2.mpr hν
  have hb := twist_sum_balance L N hN ν
  have hle : energy (∑ t, L t) (Fintype.card ι * N) ≤ ∑ t, energy (L t) N := by
    linarith [Finset.sum_nonneg (hnn ν)]
  refine ⟨hle, fun h => ⟨ν, fun t => ?_⟩, fun ⟨μ, hμ⟩ => le_antisymm hle ?_⟩
  · have hz : ∑ t, misfit (L t) N ν = 0 := by linarith
    exact (misfit_nonneg_and_zero _ _ _).2.mp
      ((Finset.sum_eq_zero_iff_of_nonneg (hnn ν)).mp hz t (Finset.mem_univ t))
  · -- a common chemical potential leaves no misfit at any twist
    have hz : ∑ t, misfit (L t) N μ = 0 :=
      Finset.sum_eq_zero fun t _ => (misfit_nonneg_and_zero _ _ _).2.mpr (hμ t)
    linarith [twist_sum_balance L N hN μ,
      (misfit_nonneg_and_zero (∑ t, L t) (Fintype.card ι * N) μ).1]
```

Q: What does that tell me about an actual twist-averaged calculation?

A: For non-interacting fermions on a finite, equally weighted set of twists, holding the particle number at N for every twist gives an average energy no lower than letting the number vary between twists with the total fixed at TN. The excess of the average is the summed misfit of the twists at the pooled chemical potential, divided by T.

Q: My diffusion Monte Carlo energies include correlation. Does the bound apply to them?

A: Not from this theorem. An interacting energy is not a sum of fixed one-particle levels, and the levels here do not respond to the occupation, as they would in a self-consistent mean-field calculation. Temperature is zero, and neither the limit of a dense twist grid nor that of a large cell is treated. The lists are taken as given, too: if you truncate them, the pooled energy is that of the truncated lists.

Q: Last doubt. I would not search for a common μ in practice. I would look for a level that is filled at one twist while a lower one is vacant at another.

A: That is enough to make the inequality strict. Suppose a is filled at twist t, b is vacant at twist u, and b < a. A common μ would require a ≤ μ ≤ b, which is impossible, so equality fails. The statement does not ask for t and u to differ, but within one sorted spectrum no such pair exists. The Lean proof assumes equality, extracts μ from the main theorem and reaches the same contradiction.

```lean
/-- Let every twist have at least `N` levels. If a vacant level at one twist lies below a
filled level at another, the fixed-`N` twist sum is strictly above the pooled energy. -/
theorem pooled_energy_lt_twist_sum (L : ι → Multiset ℝ) (N : ℕ)
    (hN : ∀ t, N ≤ Multiset.card (L t)) {t u : ι} {a b : ℝ}
    (ha : a ∈ filled (L t) N) (hb : b ∈ vacant (L u) N) (hba : b < a) :
    energy (∑ t, L t) (Fintype.card ι * N) < ∑ t, energy (L t) N := by
  obtain ⟨hle, hiff⟩ := pooled_energy_le_twist_sum L N hN
  refine lt_of_le_of_ne hle fun h => ?_
  obtain ⟨μ, hμ⟩ := hiff.mp h
  linarith [(hμ t).1 a ha, (hμ u).2 b hb]

end

end TwistAveragedFilling
```

```lean
#print axioms TwistAveragedFilling.pooled_energy_le_twist_sum
#print axioms TwistAveragedFilling.pooled_energy_lt_twist_sum
```

```
'TwistAveragedFilling.pooled_energy_le_twist_sum' depends on axioms: [propext, Classical.choice, Quot.sound]
'TwistAveragedFilling.pooled_energy_lt_twist_sum' depends on axioms: [propext, Classical.choice, Quot.sound]
```
